# Coalescence density and contact energy of helium in the one-exponent $1s^2$ Slater model

Let both electrons of helium occupy a normalised $1s$ Slater orbital with exponent $\zeta>0$, so that each has probability density $\rho_\zeta(r)=\zeta^3e^{-2\zeta r}/\pi$ at distance $r$ from the nucleus, in atomic units. The coalescence density is the probability density, at zero, of the vector from one electron to the other. For independent electrons it is

$$D(\zeta)=\int_0^\infty 4\pi r^2\rho_\zeta(r)^2\,dr=\frac{\zeta^3}{8\pi}.$$

The trial energy of this state is taken as given, $E(\zeta)=\zeta^2-4\zeta+\tfrac58\zeta$, and it is minimal only at $\zeta=27/16$. There $0.191<D<0.192$, and the spin–spin contact energy $2\pi\alpha^2D$, with the fine-structure constant $\alpha$ set to $1/137$, lies between $63\times10^{-6}$ and $65\times10^{-6}$ hartree.

The factor $2\pi\alpha^2$ comes from the spin–spin contact term of the Breit–Pauli Hamiltonian, $-\tfrac{8\pi}{3}\alpha^2\,\mathbf s_1\cdot\mathbf s_2\,\delta(\mathbf r_1-\mathbf r_2)$, where $\mathbf s_i$ and $\mathbf r_i$ are the spin and position of electron $i$; in a singlet $\mathbf s_1\cdot\mathbf s_2=-\tfrac34$. The result is therefore a first-order estimate of this one term in the helium ground state, from an uncorrelated, one-parameter wave function. The estimate is too large, because the repulsion makes the electrons of real helium avoid each other, which a product of orbitals does not describe.

## From the delta function to $\zeta^3/(8\pi)$

In a product state with electron 1 in the orbital of exponent $a>0$ and electron 2 in that of exponent $b>0$, the joint density is $\rho_a(r_1)\rho_b(r_2)$, with $r_i=|\mathbf r_i|$. The delta function sets $\mathbf r_1=\mathbf r_2$, and the angular integration gives $4\pi$:

$$P(a,b)=\langle\delta(\mathbf r_1-\mathbf r_2)\rangle=\int_0^\infty4\pi r^2\rho_a(r)\rho_b(r)\,dr .$$

One radial moment is needed. For $k>0$ the substitution $t=kr$ gives

$$\int_0^\infty r^2e^{-kr}\,dr=\frac1{k^3}\int_0^\infty t^2e^{-t}\,dt=\frac{\Gamma(3)}{k^3}=\frac{2}{k^3}.$$

With $k=2\zeta$ it confirms the normalisation, $\int_0^\infty4\pi r^2\rho_\zeta\,dr=4\zeta^3\cdot 2/(2\zeta)^3=1$. The product of two densities is a single exponential with $k=2(a+b)$, so that

$$P(a,b)=\frac{4a^3b^3}{\pi}\int_0^\infty r^2e^{-2(a+b)r}\,dr=\frac{4a^3b^3}{\pi}\cdot\frac{2}{8(a+b)^3}=\frac{a^3b^3}{\pi(a+b)^3}.$$

Equal exponents give $D(\zeta)=P(\zeta,\zeta)=\zeta^6/(8\pi\zeta^3)=\zeta^3/(8\pi)$. In the contact energy $\pi$ cancels: $2\pi\alpha^2D(\zeta)=\alpha^2\zeta^3/4$.

## The optimal exponent and the two numbers

The trial energy is the expectation value of the non-relativistic Hamiltonian with a fixed point nucleus of charge 2: kinetic energy $\zeta^2/2$ and nuclear attraction $-2\zeta$ for each electron, and the repulsion $5\zeta/8$ of the pair. The linear terms add to $-\tfrac{27}{8}\zeta$, and completing the square gives

$$E(\zeta)=\Bigl(\zeta-\frac{27}{16}\Bigr)^2-\frac{729}{256}.$$

The square vanishes only at $\zeta=27/16$, which is positive, so this is the only minimiser. With $(27/16)^3=19683/4096\approx4.8054$ the density is $D\approx0.19120$. The lower bound $0.191<D$ is equivalent to $1.528\,\pi<19683/4096$, which follows from $\pi<3.1416$ since $1.528\times3.1416\approx4.8004$. The upper bound $D<0.192$ is equivalent to $19683/4096<1.536\,\pi$, which follows from $\pi>3.14$ since $1.536\times3.14\approx4.8230$. The contact energy is rational,

$$\frac{\alpha^2\zeta^3}{4}=\frac{19683}{16384\cdot18769}\approx6.40\times10^{-5}.$$

The value $1/137$ is a rounded stand-in for $\alpha=1/c$, the inverse speed of light in atomic units.

## The model in Lean

```lean
import Mathlib

open MeasureTheory Set Real

namespace HeliumCoalescence

noncomputable section
```

The function `orbitalDensity ζ r` is $\rho_\zeta(r)$, the density of one electron, normalised to 1 and not to the total charge of 2. Both arguments are arbitrary real numbers, and positivity of the exponent enters as a hypothesis of the theorems that need it.

```lean
/-- Probability density `ζ³ exp(-2ζr)/π` of an electron in a 1s Slater orbital of exponent `ζ`,
at distance `r` from the nucleus. -/
def orbitalDensity (ζ r : ℝ) : ℝ := ζ ^ 3 * exp (-2 * ζ * r) / π
```

The quantities $P(a,b)$ and $D(\zeta)$ are defined directly as radial Lebesgue integrals over `Ioi (0 : ℝ)`, the half-line $r>0$. The delta function, the six-dimensional integral and the angular integration do not appear in Lean: the reduction to one dimension is built into the definitions. For $a\ne b$, `pairCoalescence a b` describes a simple product of two orbitals, and a symmetrised singlet built from them has a different normalisation and a different coalescence value.

```lean
/-- Coalescence density of two independent electrons in 1s orbitals of exponents `a` and `b`:
the radial integral of `4πr²` times the product of the two densities. -/
def pairCoalescence (a b : ℝ) : ℝ :=
  ∫ r in Ioi (0 : ℝ), 4 * π * r ^ 2 * (orbitalDensity a r * orbitalDensity b r)

/-- Coalescence density of a doubly occupied 1s orbital: the radial integral of `4πr²` times
the squared orbital density. -/
def coalescence (ζ : ℝ) : ℝ :=
  ∫ r in Ioi (0 : ℝ), 4 * π * r ^ 2 * orbitalDensity ζ r ^ 2
```

The energy is postulated as a quadratic. Its three terms are not derived from a Hamiltonian, so what is proved about the optimum is a statement about this polynomial.

```lean
/-- Trial energy of helium with both electrons in a 1s orbital of exponent `ζ`:
kinetic `ζ²`, nuclear attraction `-4ζ`, electron repulsion `5ζ/8`. -/
def heliumEnergy (ζ : ℝ) : ℝ := ζ ^ 2 - 4 * ζ + 5 * ζ / 8
```

The contact energy is likewise defined by its prefactor, with no spin space or Breit operator behind it. The other Breit–Pauli terms, nuclear recoil and electron correlation are absent. The parameter `α` is any real number.

```lean
/-- Contact energy `2πα²` times the coalescence density, in atomic units with `α = 1/c`. -/
def contactEnergy (α ζ : ℝ) : ℝ := 2 * π * α ^ 2 * coalescence ζ
```

## The radial moment and the normalisation

The lemma `radial_moment` states, for $k>0$, that $r^2e^{-kr}$ is integrable on the half-line and that its integral is $2/k^3$. The substitution $t=kr$ is supplied by Mathlib's `Real.integral_rpow_mul_exp_neg_mul_Ioi` at argument 3, and `hG` evaluates $\Gamma(3)=2!=2$. Integrability is obtained from the value. Mathlib assigns the integral 0 to a non-integrable function (`integral_undef`), and $2/k^3>0$ excludes that case; the same convention is the reason for stating convergence explicitly in the coalescence lemmas below.

```lean
/-- For `k > 0` the function `r² exp(-kr)` is integrable over `r > 0` with integral `2/k³`. -/
theorem radial_moment {k : ℝ} (hk : 0 < k) :
    IntegrableOn (fun r : ℝ => r ^ 2 * exp (-(k * r))) (Ioi 0) ∧
      ∫ r in Ioi (0 : ℝ), r ^ 2 * exp (-(k * r)) = 2 / k ^ 3 := by
  have hval : ∫ r in Ioi (0 : ℝ), r ^ 2 * exp (-(k * r)) = 2 / k ^ 3 := by
    -- the Gamma integral at argument 3
    have h := Real.integral_rpow_mul_exp_neg_mul_Ioi (show (0 : ℝ) < 3 by norm_num) hk
    have h2 : (3 : ℝ) - 1 = ((2 : ℕ) : ℝ) := by norm_num
    have hG : Real.Gamma 3 = 2 := by
      rw [show (3 : ℝ) = ((2 : ℕ) : ℝ) + 1 by norm_num, Real.Gamma_nat_eq_factorial]
      norm_num [Nat.factorial]
    have h3 : (1 / k) ^ (3 : ℝ) = (1 / k) ^ (3 : ℕ) := by
      exact_mod_cast Real.rpow_natCast (1 / k) 3
    rw [h2, hG, h3] at h
    simp only [Real.rpow_natCast] at h
    rw [h]
    ring
  refine ⟨?_, hval⟩
  -- a non-integrable function would have integral zero
  by_contra hn
  have h0 : ∫ r in Ioi (0 : ℝ), r ^ 2 * exp (-(k * r)) = 0 := integral_undef hn
  have hpos : 0 < 2 / k ^ 3 := by positivity
  linarith
```

In `orbitalDensity_normalised` the step `h` rewrites the integrand as $4\zeta^3\,r^2e^{-2\zeta r}$, `integral_const_mul` takes the constant out, and the moment at `k := 2 * ζ` gives 1. This lemma is not used later. It establishes that $\rho_\zeta$ describes one electron, which fixes the meaning of the number $\zeta^3/(8\pi)$.

```lean
/-- For `ζ > 0` the 1s density integrates to one electron. -/
theorem orbitalDensity_normalised {ζ : ℝ} (hζ : 0 < ζ) :
    ∫ r in Ioi (0 : ℝ), 4 * π * r ^ 2 * orbitalDensity ζ r = 1 := by
  have hπ : π ≠ 0 := Real.pi_ne_zero
  have hz : ζ ≠ 0 := hζ.ne'
  have hm := radial_moment (k := 2 * ζ) (by positivity)
  have h : ∀ r : ℝ, 4 * π * r ^ 2 * orbitalDensity ζ r
      = 4 * ζ ^ 3 * (r ^ 2 * exp (-(2 * ζ * r))) := by
    intro r
    unfold orbitalDensity
    rw [show -2 * ζ * r = -(2 * ζ * r) by ring]
    field_simp
  simp only [h]
  rw [integral_const_mul, hm.2]
  field_simp
  ring
```

## Coalescence and contact energy in closed form

The lemma `pairCoalescence_eq` gives convergence and the value $a^3b^3/(\pi(a+b)^3)$ for $a,b>0$. The step `he` is the addition rule $e^{-2(a+b)r}=e^{-2ar}e^{-2br}$, and `h` brings the integrand to the form $(4a^3b^3/\pi)\,r^2e^{-2(a+b)r}$. Both parts then follow from `radial_moment` at `k := 2 * (a + b)`: a constant multiple of an integrable function is integrable, and the value is the constant times $2/k^3$.

```lean
/-- For positive exponents `a`, `b` the coalescence integral converges and equals
`a³b³/(π(a+b)³)`. -/
theorem pairCoalescence_eq {a b : ℝ} (ha : 0 < a) (hb : 0 < b) :
    IntegrableOn (fun r : ℝ => 4 * π * r ^ 2 * (orbitalDensity a r * orbitalDensity b r))
        (Ioi 0) ∧
      pairCoalescence a b = a ^ 3 * b ^ 3 / (π * (a + b) ^ 3) := by
  have hπ : π ≠ 0 := Real.pi_ne_zero
  have hab : a + b ≠ 0 := by positivity
  have hm := radial_moment (k := 2 * (a + b)) (by positivity)
  -- the product of the two densities is a single exponential
  have h : ∀ r : ℝ, 4 * π * r ^ 2 * (orbitalDensity a r * orbitalDensity b r)
      = 4 * a ^ 3 * b ^ 3 / π * (r ^ 2 * exp (-(2 * (a + b) * r))) := by
    intro r
    have he : exp (-(2 * (a + b) * r)) = exp (-2 * a * r) * exp (-2 * b * r) := by
      rw [← Real.exp_add]
      congr 1
      ring
    unfold orbitalDensity
    rw [he]
    field_simp
  unfold pairCoalescence
  simp only [h]
  refine ⟨Integrable.const_mul hm.1 _, ?_⟩
  rw [integral_const_mul, hm.2]
  field_simp
  ring
```

For equal exponents `hc` identifies `coalescence ζ` with `pairCoalescence ζ ζ` by writing the square as a product. What is left is $\zeta^3\zeta^3/(\pi(\zeta+\zeta)^3)=\zeta^3/(8\pi)$, proved by cross-multiplying with `div_eq_div_iff`.

```lean
/-- For `ζ > 0` the coalescence integral of the doubly occupied orbital converges and equals
`ζ³/(8π)`. -/
theorem coalescence_eq {ζ : ℝ} (hζ : 0 < ζ) :
    IntegrableOn (fun r : ℝ => 4 * π * r ^ 2 * orbitalDensity ζ r ^ 2) (Ioi 0) ∧
      coalescence ζ = ζ ^ 3 / (8 * π) := by
  have hπ := Real.pi_pos
  have hp := pairCoalescence_eq hζ hζ
  have hs : ∀ r : ℝ, orbitalDensity ζ r ^ 2 = orbitalDensity ζ r * orbitalDensity ζ r :=
    fun r => sq _
  have hc : coalescence ζ = pairCoalescence ζ ζ := by
    unfold coalescence pairCoalescence
    simp only [hs]
  constructor
  · simp only [hs]
    exact hp.1
  · rw [hc, hp.2, div_eq_div_iff (by positivity) (by positivity)]
    ring
```

The lemma `contactEnergy_eq` inserts this value and cancels $\pi$, giving $\alpha^2\zeta^3/4$ for every real $\alpha$ and every $\zeta>0$.

```lean
/-- For `ζ > 0` the contact energy equals `α²ζ³/4`. -/
theorem contactEnergy_eq (α : ℝ) {ζ : ℝ} (hζ : 0 < ζ) :
    contactEnergy α ζ = α ^ 2 * ζ ^ 3 / 4 := by
  have hπ : π ≠ 0 := Real.pi_ne_zero
  unfold contactEnergy
  rw [(coalescence_eq hζ).2]
  field_simp
  ring
```

## The unique minimiser

The statement of `heliumEnergy_min_iff` is an equivalence for every real $\zeta$: the inequality $E(\zeta)\le E(\eta)$ holds for all $\eta>0$ exactly when $\zeta=27/16$. The candidate $\zeta$ is not assumed positive, and its value comes out of the condition. The step `hE` is the completed square. In the forward direction the comparison with $\eta=27/16$ gives $(\zeta-27/16)^2\le0$, so the square vanishes (`h2`) and so does its base (`h3`). The reverse direction is the inequality $(\eta-27/16)^2\ge0$.

```lean
/-- The helium trial energy at `ζ` is no higher than at every positive exponent exactly when
`ζ = 27/16`. -/
theorem heliumEnergy_min_iff (ζ : ℝ) :
    (∀ η, 0 < η → heliumEnergy ζ ≤ heliumEnergy η) ↔ ζ = 27 / 16 := by
  -- complete the square
  have hE : ∀ x, heliumEnergy x = (x - 27 / 16) ^ 2 - 729 / 256 := by
    intro x
    unfold heliumEnergy
    ring
  constructor
  · intro h
    have h1 := h (27 / 16) (by norm_num)
    rw [hE, hE] at h1
    have h2 : (ζ - 27 / 16) ^ 2 = 0 := le_antisymm (by nlinarith) (sq_nonneg _)
    have h3 : ζ - 27 / 16 = 0 := (pow_eq_zero_iff (by norm_num)).1 h2
    linarith
  · rintro rfl η _
    rw [hE, hE]
    nlinarith [sq_nonneg (η - 27 / 16)]
```

## The combined theorem

The theorem `helium_coalescence` has four parts: $D(\zeta)=\zeta^3/(8\pi)$ for all $\zeta>0$; the characterisation of the minimiser; $D(27/16)$ in the open interval `Ioo (0.191 : ℝ) 0.192`; and the contact energy at $\alpha=1/137$, $\zeta=27/16$ in `Ioo (63e-6 : ℝ) 65e-6`. Convergence of the integral is not repeated here and remains in `coalescence_eq`. For the density each bound is multiplied through by $8\pi$ and becomes linear in $\pi$, as in the derivation above, with `Real.pi_lt_d4` ($\pi<3.1416$) for the lower bound and `Real.pi_gt_d2` ($\pi>3.14$) for the upper one. The two bounds on the contact energy are comparisons of rational numbers, settled by `norm_num`.

```lean
/-- The coalescence density is `ζ³/(8π)` for all `ζ > 0` and the helium trial energy is minimal
only at `ζ = 27/16`. There the density lies in `(0.191, 0.192)` and the contact energy with
`α = 1/137` lies in `(63e-6, 65e-6)`. -/
theorem helium_coalescence :
    (∀ ζ, 0 < ζ → coalescence ζ = ζ ^ 3 / (8 * π)) ∧
      (∀ ζ, (∀ η, 0 < η → heliumEnergy ζ ≤ heliumEnergy η) ↔ ζ = 27 / 16) ∧
      coalescence (27 / 16) ∈ Ioo (0.191 : ℝ) 0.192 ∧
      contactEnergy (1 / 137) (27 / 16) ∈ Ioo (63e-6 : ℝ) 65e-6 := by
  have hz : (0 : ℝ) < 27 / 16 := by norm_num
  have h8 : 0 < 8 * π := by positivity
  refine ⟨fun ζ hζ => (coalescence_eq hζ).2, heliumEnergy_min_iff, ⟨?_, ?_⟩, ⟨?_, ?_⟩⟩
  · -- needs π < 3.1416
    have hhi := Real.pi_lt_d4
    rw [(coalescence_eq hz).2, lt_div_iff₀ h8]
    first | linarith | (norm_num at hhi ⊢; linarith) | nlinarith
  · -- needs 3.14 < π
    have hlo := Real.pi_gt_d2
    rw [(coalescence_eq hz).2, div_lt_iff₀ h8]
    first | linarith | (norm_num at hlo ⊢; linarith) | nlinarith
  · rw [contactEnergy_eq _ hz]
    norm_num
  · rw [contactEnergy_eq _ hz]
    norm_num

end

end HeliumCoalescence
```

```lean
#print axioms HeliumCoalescence.orbitalDensity_normalised
-- 'HeliumCoalescence.orbitalDensity_normalised' depends on axioms: [propext, Classical.choice, Quot.sound]
#print axioms HeliumCoalescence.helium_coalescence
-- 'HeliumCoalescence.helium_coalescence' depends on axioms: [propext, Classical.choice, Quot.sound]
```

## Non-positive exponents and several Slater functions

The remarks under this heading are ordinary arguments that the theorems above do not contain.

The hypothesis $\zeta>0$ carries the convergence. At $\zeta=-1$ the function $\rho_\zeta(r)=-e^{2r}/\pi$ is not a density, the integrand $4\pi r^2\rho_\zeta^2=4r^2e^{4r}/\pi$ grows without bound, and the integral diverges, while the formula would give the negative number $-1/(8\pi)$ for a positive integrand. At $\zeta=0$ the function $\rho_\zeta$ vanishes identically, so the coalescence formula reads $0=0$, but the normalisation integral is 0 instead of 1.

In a perturbative calculation the order of steps is the one followed here: the orbital is optimised with the non-relativistic energy, and the contact operator is then averaged over it. If the doubly occupied orbital is a normalised combination $\phi=\sum_ic_i\chi_i$, with real coefficients $c_i$ and functions $\chi_i=N_ie^{-\zeta_ir}$, $N_i=(\zeta_i^3/\pi)^{1/2}$, $\zeta_i>0$, the same radial moment gives

$$\int\phi^4\,d^3r=\sum_{ijlm}c_ic_jc_lc_m\,N_iN_jN_lN_m\,\frac{8\pi}{(\zeta_i+\zeta_j+\zeta_l+\zeta_m)^3},$$

a fourfold loop in code. With one function the sum is $(\zeta^3/\pi)^2\cdot8\pi/(4\zeta)^3=\zeta^3/(8\pi)$, so the closed form is a reference value for such a routine or for a radial quadrature grid. A correlated wave function is not a product of orbitals, and the fourfold sum does not apply to it. For a normalised spatial function $\Psi(\mathbf r_1,\mathbf r_2)$ the coalescence density is $\int|\Psi(\mathbf r,\mathbf r)|^2\,d^3r$.
